# The invariant mass of finitely many free particles is at least the sum of their masses

Two beams collide and several particles fly out. Energy and momentum are conserved, so the outgoing particles together have the same total energy and total momentum as the incoming ones. Which sets of masses can appear in the final state? The total energy alone doesn't decide this, because part of it is tied up in the motion of the system as a whole. The relevant quantity is the invariant mass, whose square, in units where the speed of light c is 1, is the total energy squared minus the total momentum squared. It sets an upper limit on the summed mass of the products.

## The bound and its derivation

Units with c = 1 are kept throughout. Particle i has mass mᵢ, momentum pᵢ and energy

Eᵢ = √(mᵢ² + ‖pᵢ‖²).

Write M = Σmᵢ for the summed mass and P = Σpᵢ for the total momentum. The letter M often stands for the invariant mass in textbooks; here it is the sum of the individual masses. The claim is

M² ≤ (ΣEᵢ)² − ‖P‖².

Compare the system with one fictitious particle of mass M and momentum P, whose energy is ε = √(M² + ‖P‖²). For each i, expanding the products gives

Eᵢ²ε² − (mᵢM + ⟨pᵢ, P⟩)²
= mᵢ²‖P‖² + M²‖pᵢ‖² − 2mᵢM⟨pᵢ, P⟩ + ‖pᵢ‖²‖P‖² − ⟨pᵢ, P⟩²
= ‖M pᵢ − mᵢP‖² + (‖pᵢ‖²‖P‖² − ⟨pᵢ, P⟩²).

The first term is a square, and the bracket is nonnegative by the Cauchy-Schwarz inequality. Since Eᵢε ≥ 0, it follows that

mᵢM + ⟨pᵢ, P⟩ ≤ Eᵢε.

Now sum over i. The left side becomes M² + ‖P‖² = ε², so

ε² ≤ ε ΣEᵢ.

If ε > 0, divide by it; if ε = 0, use ΣEᵢ ≥ 0. Either way ε ≤ ΣEᵢ. Both sides are nonnegative, so squaring gives M² + ‖P‖² ≤ (ΣEᵢ)², which is the claim.

There is a geometric reading. Eᵢ is the Euclidean length of the pair (mᵢ, pᵢ), and ε ≤ ΣEᵢ is the triangle inequality for these pairs. The combination mᵢM + ⟨pᵢ, P⟩ is the Euclidean inner product of (mᵢ, pᵢ) and (M, P), with a plus sign; it is not the Minkowski product of two four-momenta.

## Equality, clusters and decays

Suppose that all masses are nonnegative and M > 0. If the bound is an equality, then ΣEᵢ = ε, and the nonnegative differences Eᵢε − (mᵢM + ⟨pᵢ, P⟩) add up to ε² − ε² = 0. Each of them vanishes, and the expansion above then forces M pᵢ = mᵢP. Conversely, if M pᵢ = mᵢP for every i, then

M²Eᵢ² = M²mᵢ² + mᵢ²‖P‖² = mᵢ²ε²,

so M Eᵢ = mᵢε. Summing and cancelling M gives ΣEᵢ = ε, which is equality. Physically, the massive particles all share one velocity P/ε, and a massless particle would need zero momentum and hence zero energy, so no actual photon can be present.

Next, group the particles into disjoint clusters. Let cluster k have invariant mass Mₖ, total momentum Pₖ and total energy Eₖ. By definition Mₖ² = Eₖ² − ‖Pₖ‖², so Eₖ = √(Mₖ² + ‖Pₖ‖²): the cluster obeys the relation of a single particle. Applying the bound to the clusters gives

(ΣMₖ)² ≤ (ΣEₖ)² − ‖ΣPₖ‖²,

and the right side is the squared invariant mass of the whole. Invariant mass is therefore superadditive.

Finally, let one particle of mass M₀ ≥ 0 decay. Conservation makes the squared invariant mass of the products equal to M₀², so (Σmᵢ)² ≤ M₀² and Σmᵢ ≤ M₀.

## One particle, two particles, and numbers

For a single particle the squared invariant mass is E² − ‖p‖² = m², and the bound is an equality. For two particles the squared invariant mass exceeds the square of the summed mass by

(E₁ + E₂)² − ‖p₁ + p₂‖² − (m₁ + m₂)² = 2(E₁E₂ − ⟨p₁, p₂⟩ − m₁m₂).

Take m₁ = 3 with p₁ = (4, 0), and m₂ = 5 with p₂ = (0, 12). The energies are 5 and 13, so the squared invariant mass is 18² − (4² + 12²) = 324 − 160 = 164, well above (3 + 5)² = 64. For equality, take masses 3 and 6 with parallel momenta 4 and 8. The energies are 5 and 10, and 15² − 12² = 81 = (3 + 6)².

## Energy and invariant mass in Lean

The types `ι` and `κ` label particles and clusters. Momenta live in `V`, which at first needs only a norm.

```lean
import Mathlib

open Finset

namespace InvariantMass

noncomputable section

variable {V ι κ : Type*} [NormedAddCommGroup V]
```

The energy is defined by the mass-shell formula. The mass is any real number; no sign is imposed, since only its square enters.

```lean
/-- The relativistic energy of a particle of mass `m` and momentum `p`, in units with `c = 1`. -/
def energy (m : ℝ) (p : V) : ℝ := √(m ^ 2 + ‖p‖ ^ 2)
```

A system is a finite set `s` of labels together with functions `m` and `p` giving each particle's mass and momentum. In collision physics the letter s usually means the squared invariant mass itself, which is here called `invMassSq`.

```lean
/-- The squared invariant mass of the particles in `s`: total energy squared minus
total momentum squared. -/
def invMassSq (s : Finset ι) (m : ι → ℝ) (p : ι → V) : ℝ :=
  (∑ i ∈ s, energy (m i) (p i)) ^ 2 - ‖∑ i ∈ s, p i‖ ^ 2
```

The invariant mass is the square root of this quantity. Lean's real square root returns 0 for a negative argument, but the main theorem shows that the argument is never negative.

```lean
/-- The invariant mass of the particles in `s`, the square root of `invMassSq`. -/
def invMass (s : Finset ι) (m : ι → ℝ) (p : ι → V) : ℝ := √(invMassSq s m p)
```

These definitions add up free-particle energies, with no interaction energy. The step from here to a real collision or decay is the assumption that the particles are far enough apart to count as free. Constituents inside a bound state don't meet it: a nucleus can weigh less than its separated nucleons.

Two basic facts follow from the definition: the energy is nonnegative, and its square is m² + ‖p‖².

```lean
/-- Energies are nonnegative. -/
theorem energy_nonneg (m : ℝ) (p : V) : 0 ≤ energy m p := Real.sqrt_nonneg _

/-- The mass-shell relation `E² = m² + ‖p‖²`. -/
theorem energy_sq (m : ℝ) (p : V) : energy m p ^ 2 = m ^ 2 + ‖p‖ ^ 2 :=
  Real.sq_sqrt (by positivity)
```

## The Cauchy-Schwarz estimate for one particle

From here on `V` is a real inner-product space of any dimension; ordinary three-dimensional momentum space is one instance. The first lemma is the expansion made above, written as an inequality because the nonnegative Cauchy-Schwarz bracket is discarded. The hypothesis `h` is the squared Cauchy-Schwarz inequality for the momenta. The rewriting expands the norms, and `nlinarith` does the remaining algebra.

```lean
variable [InnerProductSpace ℝ V]

/-- For two mass-shell pairs `(m, p)` and `(M, P)`, the squared product of the energies exceeds
`(m M + ⟨p, P⟩)²` by at least `‖M p - m P‖²`. -/
theorem overlap_gap (m M : ℝ) (p P : V) :
    ‖M • p - m • P‖ ^ 2 + (m * M + inner ℝ p P) ^ 2 ≤ (energy m p * energy M P) ^ 2 := by
  -- the ordinary Cauchy-Schwarz inequality for the momenta
  have h := pow_le_pow_left₀ (abs_nonneg _) (abs_real_inner_le_norm p P) 2
  rw [sq_abs, mul_pow] at h
  rw [mul_pow, energy_sq, energy_sq, norm_sub_sq_real, norm_smul, norm_smul, mul_pow, mul_pow,
    Real.norm_eq_abs, Real.norm_eq_abs, sq_abs, sq_abs, real_inner_smul_left,
    real_inner_smul_right]
  nlinarith [h]
```

Dropping ‖M p − m P‖² leaves an inequality between squares. As the product of energies is nonnegative, the square can be removed.

```lean
/-- The product of two particle energies is at least the product of the masses plus the inner
product of the momenta. -/
theorem overlap_le (m M : ℝ) (p P : V) :
    m * M + inner ℝ p P ≤ energy m p * energy M P := by
  have h : (m * M + inner ℝ p P) ^ 2 ≤ (energy m p * energy M P) ^ 2 := by
    linarith [overlap_gap m M p P, sq_nonneg ‖M • p - m • P‖]
  exact (le_abs_self _).trans
    (abs_le_of_sq_le_sq h (mul_nonneg (energy_nonneg _ _) (energy_nonneg _ _)))
```

## Summing over the particles

The next lemma says that the left sides add up to ε². The sum of inner products is collected into ⟨P, P⟩ by linearity, and the sum of the mass terms is M · M.

```lean
/-- With `M` the summed mass and `P` the total momentum, the terms `mᵢ M + ⟨pᵢ, P⟩` add up to
the squared energy of a particle of mass `M` and momentum `P`. -/
theorem sum_overlap (s : Finset ι) (m : ι → ℝ) (p : ι → V) :
    ∑ i ∈ s, (m i * (∑ j ∈ s, m j) + inner ℝ (p i) (∑ j ∈ s, p j)) =
      energy (∑ i ∈ s, m i) (∑ i ∈ s, p i) ^ 2 := by
  have h : ∑ i ∈ s, inner ℝ (p i) (∑ j ∈ s, p j) =
      inner ℝ (∑ j ∈ s, p j) (∑ j ∈ s, p j) := (sum_inner s p _).symm
  rw [energy_sq, sum_add_distrib, h, ← sum_mul, real_inner_self_eq_norm_sq]
  ring
```

Now comes ε ≤ ΣEᵢ. The inequality `h1` is ε² ≤ (ΣEᵢ)ε, obtained by summing the one-particle estimates. The `rcases` line separates ε = 0 from ε > 0, as in the derivation.

```lean
/-- A single particle carrying the summed mass and the summed momentum has at most the total
energy of the separate particles. -/
theorem energy_sum_le (s : Finset ι) (m : ι → ℝ) (p : ι → V) :
    energy (∑ i ∈ s, m i) (∑ i ∈ s, p i) ≤ ∑ i ∈ s, energy (m i) (p i) := by
  have h1 : energy (∑ i ∈ s, m i) (∑ i ∈ s, p i) ^ 2 ≤
      (∑ i ∈ s, energy (m i) (p i)) * energy (∑ i ∈ s, m i) (∑ i ∈ s, p i) := by
    rw [← sum_overlap s m p, sum_mul]
    exact sum_le_sum fun i _ => overlap_le _ _ _ _
  rcases (energy_nonneg (∑ i ∈ s, m i) (∑ i ∈ s, p i)).eq_or_lt with h0 | h0
  · rw [← h0]
    exact sum_nonneg fun i _ => energy_nonneg _ _
  · -- cancel one factor of the energy
    rw [sq] at h1
    exact le_of_mul_le_mul_right h1 h0
```

Squaring gives the main theorem. It says that for every finite set of particles, with any real masses and any momenta, the square of the summed mass is at most the squared invariant mass. The empty set is allowed and gives 0 ≤ 0.

```lean
/-- The squared invariant mass of any finite family of particles is at least the square of
the sum of their masses. -/
theorem sq_sum_mass_le_invMassSq (s : Finset ι) (m : ι → ℝ) (p : ι → V) :
    (∑ i ∈ s, m i) ^ 2 ≤ invMassSq s m p := by
  have h := pow_le_pow_left₀ (energy_nonneg _ _) (energy_sum_le s m p) 2
  rw [energy_sq] at h
  unfold invMassSq
  linarith
```

In relativistic quantum mechanics, this bound places the mass of any state of finitely many non-interacting particles with definite momenta at or above the sum of their masses. In event simulation, where the outgoing particles are likewise treated as free, it gives a lower limit on the invariant mass at which a chosen final state can be generated. The limit need not be attained: a massive particle and a photon always have an invariant mass above it.

## When the bound is attained

The equality theorem assumes nonnegative masses (`hm`) and a positive summed mass (`hM`). Positivity of the sum can't be relaxed to nonnegativity: for two photons moving back to back, M pᵢ = mᵢP reads 0 = 0, yet their invariant mass is positive.

The two `generalize` lines replace the sums by the letters `P` and `M`. In the forward direction, `hz` states that the differences add up to zero, `hi0` extracts the vanishing of one of them, and `overlap_gap` turns this into M pᵢ − mᵢP = 0. In the reverse direction, `hn` compares squared norms, `hi` is the relation M Eᵢ = mᵢε, and summation followed by cancelling M gives the total energy.

```lean
/-- For nonnegative masses with positive sum `M`, the invariant mass squared equals `M²` exactly
when every particle satisfies `M pᵢ = mᵢ P`, where `P` is the total momentum. -/
theorem invMassSq_eq_iff (s : Finset ι) (m : ι → ℝ) (p : ι → V)
    (hm : ∀ i ∈ s, 0 ≤ m i) (hM : 0 < ∑ i ∈ s, m i) :
    invMassSq s m p = (∑ i ∈ s, m i) ^ 2 ↔
      ∀ i ∈ s, (∑ j ∈ s, m j) • p i = m i • ∑ j ∈ s, p j := by
  have hS := sum_overlap s m p
  have hW := energy_sq (∑ i ∈ s, m i) (∑ i ∈ s, p i)
  have hE0 : 0 ≤ ∑ i ∈ s, energy (m i) (p i) := sum_nonneg fun i _ => energy_nonneg _ _
  unfold invMassSq
  generalize (∑ i ∈ s, p i) = P at *
  generalize hMdef : (∑ i ∈ s, m i) = M at *
  constructor
  · intro h i hi
    have hE : ∑ i ∈ s, energy (m i) (p i) = energy M P :=
      (sq_eq_sq₀ hE0 (energy_nonneg _ _)).mp (by linarith)
    -- the nonnegative Cauchy-Schwarz defects add up to zero, so each vanishes
    have hz : ∑ i ∈ s, (energy (m i) (p i) * energy M P - (m i * M + inner ℝ (p i) P)) = 0 := by
      rw [sum_sub_distrib, ← sum_mul, hE, hS]
      ring
    have hi0 := (sum_eq_zero_iff_of_nonneg
      (fun j _ => sub_nonneg.mpr (overlap_le (m j) M (p j) P))).mp hz i hi
    have hg := overlap_gap (m i) M (p i) P
    rw [sub_eq_zero.mp hi0] at hg
    have hn : ‖M • p i - m i • P‖ ^ 2 = 0 :=
      le_antisymm (by linarith) (sq_nonneg _)
    exact sub_eq_zero.mp (norm_eq_zero.mp (pow_eq_zero_iff two_ne_zero |>.mp hn))
  · intro h
    -- each particle carries the fraction `mᵢ / M` of the energy
    have hi : ∀ i ∈ s, M * energy (m i) (p i) = m i * energy M P := by
      intro i hi
      have hn : M ^ 2 * ‖p i‖ ^ 2 = m i ^ 2 * ‖P‖ ^ 2 := by
        have h2 := congrArg (fun v : V => ‖v‖ ^ 2) (h i hi)
        simpa only [norm_smul, mul_pow, Real.norm_eq_abs, sq_abs] using h2
      refine (sq_eq_sq₀ (mul_nonneg hM.le (energy_nonneg _ _))
        (mul_nonneg (hm i hi) (energy_nonneg _ _))).mp ?_
      rw [mul_pow, mul_pow, energy_sq, energy_sq]
      linarith
    have hE : ∑ i ∈ s, energy (m i) (p i) = energy M P := by
      apply mul_left_cancel₀ hM.ne'
      rw [mul_sum, sum_congr rfl hi, ← sum_mul, hMdef]
    rw [hE, hW]
    ring
```

## Clusters as single particles

Here `K` is a finite set of cluster labels and `c k` is the set of particles in cluster `k`. The hypothesis `hc` says that different clusters share no particle, so that no energy or momentum is counted twice. The whole system is the union `K.biUnion c`, and the conclusion is that the cluster invariant masses sum to at most its invariant mass.

The statement `hk` is the mass-shell relation for a cluster. It relies on the main theorem to know that the cluster's squared invariant mass is nonnegative, so that squaring `invMass` recovers `invMassSq`. The main theorem is then applied a second time, with clusters in the place of particles, and `sum_biUnion` merges the double sums into sums over the whole system.

```lean
/-- When particles are grouped into disjoint clusters, the invariant masses of the clusters
add up to at most the invariant mass of the whole system. -/
theorem sum_invMass_le [DecidableEq ι] (K : Finset κ) (c : κ → Finset ι)
    (hc : (K : Set κ).PairwiseDisjoint c) (m : ι → ℝ) (p : ι → V) :
    ∑ k ∈ K, invMass (c k) m p ≤ invMass (K.biUnion c) m p := by
  -- every cluster obeys the mass-shell relation of a single particle
  have hk : ∀ k, energy (invMass (c k) m p) (∑ i ∈ c k, p i) =
      ∑ i ∈ c k, energy (m i) (p i) := by
    intro k
    have h : invMass (c k) m p ^ 2 = invMassSq (c k) m p :=
      Real.sq_sqrt ((sq_nonneg _).trans (sq_sum_mass_le_invMassSq (c k) m p))
    refine (sq_eq_sq₀ (energy_nonneg _ _) (sum_nonneg fun i _ => energy_nonneg _ _)).mp ?_
    rw [energy_sq, h, invMassSq]
    ring
  -- apply the main inequality to the clusters
  have h := sq_sum_mass_le_invMassSq K (fun k => invMass (c k) m p) (fun k => ∑ i ∈ c k, p i)
  simp only [invMassSq, hk] at h
  rw [← sum_biUnion hc, ← sum_biUnion hc] at h
  exact Real.le_sqrt_of_sq_le h
```

## The mass limit for decay products

In the last theorem `M` and `P` are the mass and momentum of the decaying particle, so `M` is the M₀ of the derivation. The hypotheses `hE` and `hP` are conservation of energy and of momentum; they are the physical input, and the parent may be moving. The conclusion is a necessary condition on the products. Whether a decay that satisfies it takes place also depends on the interactions and on other conservation laws.

The proof substitutes the two conservation laws into the main theorem, which leaves (Σmᵢ)² ≤ M², and then removes the squares using M ≥ 0.

```lean
/-- If a particle of mass `M ≥ 0` decays with energy and momentum conserved, the masses of the
products add up to at most `M`. -/
theorem decay_threshold (s : Finset ι) (m : ι → ℝ) (p : ι → V) (M : ℝ) (P : V) (hM : 0 ≤ M)
    (hE : energy M P = ∑ i ∈ s, energy (m i) (p i)) (hP : P = ∑ i ∈ s, p i) :
    ∑ i ∈ s, m i ≤ M := by
  have h := sq_sum_mass_le_invMassSq s m p
  rw [invMassSq, ← hE, ← hP, energy_sq] at h
  exact (le_abs_self _).trans (abs_le_of_sq_le_sq (by linarith) hM)

end

end InvariantMass
```

```lean
#print axioms InvariantMass.sq_sum_mass_le_invMassSq
#print axioms InvariantMass.invMassSq_eq_iff
#print axioms InvariantMass.sum_invMass_le
#print axioms InvariantMass.decay_threshold
```

```
'InvariantMass.sq_sum_mass_le_invMassSq' depends on axioms: [propext, Classical.choice, Quot.sound]
'InvariantMass.invMassSq_eq_iff' depends on axioms: [propext, Classical.choice, Quot.sound]
'InvariantMass.sum_invMass_le' depends on axioms: [propext, Classical.choice, Quot.sound]
'InvariantMass.decay_threshold' depends on axioms: [propext, Classical.choice, Quot.sound]
```
